# The interaction n₁n₂ of two Jordan-Wigner modes is not a quadratic fermion operator

A free-fermion operator is taken here to be any complex linear combination of the identity and products of two ladder operators. Hermiticity is not required, particle number need not be conserved, and single ladder operators are left out. Allowing complex coefficients and pairing makes the exclusion of n₁n₂ stronger, since every quadratic Hamiltonian is included.

```lean
import Mathlib

open Matrix

namespace InteractionBeyondFreeFermions

noncomputable section
```

Two modes have four occupation states, |00⟩, |01⟩, |10⟩ and |11⟩, which Lean numbers 0 to 3. Operators are 4×4 complex matrices in this basis.

```lean
/-- Operators on the Fock space of two modes, in the basis |00⟩, |01⟩, |10⟩, |11⟩. -/
abbrev Op := Matrix (Fin 4) (Fin 4) ℂ
```

Let a be the single-mode annihilator, with a|1⟩ = |0⟩ and a|0⟩ = 0, and let Z = diag(1, −1). The first annihilator is

c₁ = a ⊗ I.

```lean
/-- The Jordan-Wigner annihilator of the first mode, `a ⊗ I`. -/
def c₁ : Op := !![0, 0, 1, 0; 0, 0, 0, 1; 0, 0, 0, 0; 0, 0, 0, 0]
```

The second carries the Jordan-Wigner sign of the first mode:

c₂ = Z ⊗ a.

This is the source of the entry −1.

```lean
/-- The Jordan-Wigner annihilator of the second mode, `Z ⊗ a`. -/
def c₂ : Op := !![0, 1, 0, 0; 0, 0, 0, 0; 0, 0, 0, -1; 0, 0, 0, 0]
```

With † for the adjoint, written `ᴴ` in Lean, the occupation numbers are nⱼ = cⱼ†cⱼ.

```lean
/-- The occupation number of the first mode. -/
def n₁ : Op := c₁ᴴ * c₁

/-- The occupation number of the second mode. -/
def n₂ : Op := c₂ᴴ * c₂
```

The fermion parity is +1 on states with an even number of particles and −1 on the others:

P = (1 − 2n₁)(1 − 2n₂).

```lean
/-- The fermion parity `(1 - 2 n₁)(1 - 2 n₂)`. -/
def parity : Op := (1 - (2 : ℂ) • n₁) * (1 - (2 : ℂ) • n₂)
```

The ladder operators are c₁, c₂, c₁† and c₂†.

```lean
/-- The four ladder operators: two annihilators and two creators. -/
def ladder : Set Op := {c₁, c₂, c₁ᴴ, c₂ᴴ}
```

The free-fermion space is the span described at the start. Its products xy include hopping c₁†c₂ and pairing c₁c₂.

```lean
/-- The free-fermion operators: complex combinations of the identity and of products of
two ladder operators, with hopping and pairing terms both allowed. -/
def quadratic : Submodule ℂ Op :=
  Submodule.span ℂ ({1} ∪ {M | ∃ x ∈ ladder, ∃ y ∈ ladder, M = x * y})
```

The matrices represent fermions because

cⱼcⱼ† + cⱼ†cⱼ = 1, cⱼ² = 0, c₁c₂ + c₂c₁ = 0, c₁c₂† + c₂†c₁ = 0.

Lean compares the two sides of each relation entry by entry.

```lean
/-- The two Jordan-Wigner modes satisfy the canonical anticommutation relations. -/
theorem anticommutation_relations :
    c₁ * c₁ᴴ + c₁ᴴ * c₁ = 1 ∧ c₂ * c₂ᴴ + c₂ᴴ * c₂ = 1 ∧ c₁ * c₁ = 0 ∧ c₂ * c₂ = 0 ∧
      c₁ * c₂ + c₂ * c₁ = 0 ∧ c₁ * c₂ᴴ + c₂ᴴ * c₁ = 0 := by
  refine ⟨?_, ?_, ?_, ?_, ?_, ?_⟩ <;> ext i j <;>
    simp only [Matrix.add_apply, Matrix.mul_apply, Matrix.conjTranspose_apply,
      Fin.sum_univ_four] <;>
    fin_cases i <;> fin_cases j <;> simp [c₁, c₂]
```

Multiplying out the definitions gives

n₁ = diag(0, 0, 1, 1), n₂ = diag(0, 1, 0, 1), P = diag(1, −1, −1, 1).

```lean
/-- The occupation numbers and the parity are diagonal in the occupation basis. -/
theorem diagonal_forms :
    n₁ = Matrix.diagonal ![0, 0, 1, 1] ∧ n₂ = Matrix.diagonal ![0, 1, 0, 1] ∧
      parity = Matrix.diagonal ![1, -1, -1, 1] := by
  have h1 : n₁ = Matrix.diagonal ![0, 0, 1, 1] := by
    ext i j
    fin_cases i <;> fin_cases j <;>
      simp [n₁, c₁, Matrix.mul_apply, Fin.sum_univ_four]
  have h2 : n₂ = Matrix.diagonal ![0, 1, 0, 1] := by
    ext i j
    fin_cases i <;> fin_cases j <;>
      simp [n₂, c₂, Matrix.mul_apply, Fin.sum_univ_four]
  refine ⟨h1, h2, ?_⟩
  rw [parity, h1, h2]
  ext i j
  fin_cases i <;> fin_cases j <;>
    simp [Matrix.mul_apply, Fin.sum_univ_four, Matrix.diagonal_apply, Matrix.one_apply] <;>
    norm_num
```

Subscripts on a matrix entry are the basis numbers 0 to 3, not occupations or modes, so M₁₁ belongs to |01⟩, M₂₂ to |10⟩ and M₃₃ to |11⟩. For any operator M, the parity-weighted trace is therefore

tr(PM) = M₀₀ − M₁₁ − M₂₂ + M₃₃.

```lean
/-- The parity-weighted trace counts even states with a plus and odd states with a minus. -/
theorem trace_parity_mul (M : Op) :
    (parity * M).trace = M 0 0 - M 1 1 - M 2 2 + M 3 3 := by
  rw [diagonal_forms.2.2]
  simp only [Matrix.trace, Matrix.diag_apply, Matrix.diagonal_mul, Fin.sum_univ_four]
  simp
  ring
```

A ladder operator x changes the particle number by one and so reverses the parity:

Px = −xP.

```lean
/-- Every ladder operator anticommutes with the fermion parity. -/
theorem parity_anticommutes {x : Op} (hx : x ∈ ladder) : parity * x = -(x * parity) := by
  rw [diagonal_forms.2.2]
  rcases hx with rfl | rfl | rfl | rfl <;> ext i j <;>
    simp only [Matrix.neg_apply, Matrix.diagonal_mul, Matrix.mul_diagonal,
      Matrix.conjTranspose_apply] <;>
    fin_cases i <;> fin_cases j <;> simp [c₁, c₂]
```

These facts characterise the free-fermion space: M belongs to it exactly when PM = MP and tr(PM) = 0.

For the forward direction, two sign changes cancel in a product:

Pxy = −xPy = xyP.

The trace needs a separate check. For n₁ it is −1 + 1 = 0, and likewise for n₂. Since tr P = 0, it also vanishes for the identity and for cⱼcⱼ† = 1 − nⱼ. All other products have zero diagonal. Both conditions are linear, so they extend to the span; `Submodule.span_induction` carries out this argument, with the traces of all sixteen products computed directly.

For the converse, commuting with P removes every entry between even and odd states, and the trace condition gives M₃₃ = M₁₁ + M₂₂ − M₀₀. What remains is

M = M₀₀ 1 + (M₂₂ − M₀₀) n₁ + (M₁₁ − M₀₀) n₂ + M₂₁ c₁†c₂ + M₁₂ c₂†c₁ − M₀₃ c₁c₂ − M₃₀ c₂†c₁†.

This is `key` in the proof, and each of its terms lies in the span.

```lean
/-- An operator on two modes is a free-fermion operator exactly when it conserves parity
and its parity-weighted trace vanishes. -/
theorem mem_quadratic_iff (M : Op) :
    M ∈ quadratic ↔ parity * M = M * parity ∧ (parity * M).trace = 0 := by
  constructor
  · intro hM
    unfold quadratic at hM
    induction hM using Submodule.span_induction with
    | mem z hz =>
      rcases hz with rfl | ⟨x, hx, y, hy, rfl⟩
      · refine ⟨by rw [mul_one, one_mul], ?_⟩
        rw [trace_parity_mul]
        simp
      · constructor
        · -- two sign changes cancel
          calc parity * (x * y) = (parity * x) * y := by rw [mul_assoc]
            _ = x * -(parity * y) := by rw [parity_anticommutes hx]; noncomm_ring
            _ = x * y * parity := by rw [parity_anticommutes hy]; noncomm_ring
        · rw [trace_parity_mul]
          rcases hx with rfl | rfl | rfl | rfl <;> rcases hy with rfl | rfl | rfl | rfl <;>
            simp [c₁, c₂, Matrix.mul_apply, Fin.sum_univ_four]
    | zero => simp
    | add x y _ _ hx hy =>
      exact ⟨by rw [mul_add, add_mul, hx.1, hy.1],
        by rw [mul_add, Matrix.trace_add, hx.2, hy.2, add_zero]⟩
    | smul a x _ hx =>
      exact ⟨by rw [Matrix.mul_smul, Matrix.smul_mul, hx.1],
        by rw [Matrix.mul_smul, Matrix.trace_smul, hx.2, smul_zero]⟩
  · rintro ⟨hc, ht⟩
    rw [trace_parity_mul] at ht
    -- parity conservation removes the entries between even and odd states
    have h (i j : Fin 4) : (![1, -1, -1, 1] : Fin 4 → ℂ) i * M i j
        = M i j * (![1, -1, -1, 1] : Fin 4 → ℂ) j := by
      have := congrFun (congrFun hc i) j
      rwa [diagonal_forms.2.2, Matrix.diagonal_mul, Matrix.mul_diagonal] at this
    have pm (z : ℂ) (hz : 1 * z = z * (-1)) : z = 0 := by linear_combination hz / 2
    have mp (z : ℂ) (hz : (-1) * z = z * 1) : z = 0 := by linear_combination (-1 / 2) * hz
    have h01 : M 0 1 = 0 := pm _ (h 0 1)
    have h02 : M 0 2 = 0 := pm _ (h 0 2)
    have h31 : M 3 1 = 0 := pm _ (h 3 1)
    have h32 : M 3 2 = 0 := pm _ (h 3 2)
    have h10 : M 1 0 = 0 := mp _ (h 1 0)
    have h20 : M 2 0 = 0 := mp _ (h 2 0)
    have h13 : M 1 3 = 0 := mp _ (h 1 3)
    have h23 : M 2 3 = 0 := mp _ (h 2 3)
    have h33 : M 3 3 = M 1 1 + M 2 2 - M 0 0 := by linear_combination ht
    -- what remains is a multiple of the identity plus on-site, hopping and pairing terms
    have key : M = M 0 0 • (1 : Op) + (M 2 2 - M 0 0) • (c₁ᴴ * c₁)
        + (M 1 1 - M 0 0) • (c₂ᴴ * c₂) + M 2 1 • (c₁ᴴ * c₂) + M 1 2 • (c₂ᴴ * c₁)
        + (-M 0 3) • (c₁ * c₂) + (-M 3 0) • (c₂ᴴ * c₁ᴴ) := by
      ext i j
      fin_cases i <;> fin_cases j <;>
        simp [c₁, c₂, Matrix.mul_apply, Fin.sum_univ_four,
          h01, h02, h31, h32, h10, h20, h13, h23, h33]
      ring
    have one_mem : (1 : Op) ∈ quadratic := Submodule.subset_span (Or.inl rfl)
    have mul_mem {x y : Op} (hx : x ∈ ladder) (hy : y ∈ ladder) : x * y ∈ quadratic :=
      Submodule.subset_span (Or.inr ⟨x, hx, y, hy, rfl⟩)
    have m1 : c₁ ∈ ladder := by simp [ladder]
    have m2 : c₂ ∈ ladder := by simp [ladder]
    have m3 : c₁ᴴ ∈ ladder := by simp [ladder]
    have m4 : c₂ᴴ ∈ ladder := by simp [ladder]
    rw [key]
    exact add_mem (add_mem (add_mem (add_mem (add_mem (add_mem
      (quadratic.smul_mem _ one_mem) (quadratic.smul_mem _ (mul_mem m3 m1)))
      (quadratic.smul_mem _ (mul_mem m4 m2))) (quadratic.smul_mem _ (mul_mem m3 m2)))
      (quadratic.smul_mem _ (mul_mem m4 m1))) (quadratic.smul_mem _ (mul_mem m1 m2)))
      (quadratic.smul_mem _ (mul_mem m4 m3))
```

The interaction is n₁n₂ = diag(0, 0, 0, 1), so only the doubly occupied state contributes:

tr(P n₁n₂) = 1.

```lean
/-- The parity-weighted trace of the interaction `n₁ n₂` equals one. -/
theorem trace_parity_interaction : (parity * (n₁ * n₂)).trace = 1 := by
  rw [trace_parity_mul, diagonal_forms.1, diagonal_forms.2.1]
  simp
```

A free-fermion operator would give 0. The interaction conserves parity but fails the trace condition, so it lies outside the space.

```lean
/-- The interaction `n₁ n₂` is not a complex combination of the identity and products of
two ladder operators, even with pairing terms. -/
theorem interaction_not_quadratic : n₁ * n₂ ∉ quadratic := by
  intro h
  have h0 := ((mem_quadratic_iff _).1 h).2
  rw [trace_parity_interaction] at h0
  exact one_ne_zero h0
```

If Q is a free-fermion operator and V a complex number, then

tr(P(Q + V n₁n₂)) = V.

The sum is a free-fermion operator only if V = 0, and for V = 0 it is Q itself. When the two modes are the spin states of one orbital and V > 0, V n₁n₂ is the Hubbard repulsion, so in this two-mode model no choice of one-body and pairing terms reproduces that repulsion as an operator.

```lean
/-- A free-fermion operator with an added interaction `V n₁ n₂` is again a free-fermion
operator only for `V = 0`. -/
theorem add_interaction_mem_iff {Q : Op} (hQ : Q ∈ quadratic) (V : ℂ) :
    Q + V • (n₁ * n₂) ∈ quadratic ↔ V = 0 := by
  constructor
  · intro h
    have h0 := ((mem_quadratic_iff _).1 h).2
    rw [mul_add, Matrix.trace_add, ((mem_quadratic_iff _).1 hQ).2, Matrix.mul_smul,
      Matrix.trace_smul, trace_parity_interaction] at h0
    simpa using h0
  · rintro rfl
    simpa using hQ
```

The same trace bounds the error of any quadratic replacement. Put D = n₁n₂ − Q. Then

1 = D₀₀ − D₁₁ − D₂₂ + D₃₃ ≤ |D₀₀| + |D₁₁| + |D₂₂| + |D₃₃|,

and at least one diagonal entry has magnitude 1/4 or more. Lean assumes that all four are smaller and reaches a contradiction through the triangle inequality.

```lean
/-- Every free-fermion approximation to `n₁ n₂` is wrong by at least 1/4 in some diagonal
entry of the occupation basis. -/
theorem quadratic_approximation_error {Q : Op} (hQ : Q ∈ quadratic) :
    ∃ i, 1 / 4 ≤ ‖(n₁ * n₂ - Q) i i‖ := by
  have hD : (parity * (n₁ * n₂ - Q)).trace = 1 := by
    rw [mul_sub, Matrix.trace_sub, trace_parity_interaction,
      ((mem_quadratic_iff _).1 hQ).2, sub_zero]
  rw [trace_parity_mul] at hD
  generalize n₁ * n₂ - Q = D at hD ⊢
  by_contra! h
  -- four errors below 1/4 cannot add up to one
  have a1 := norm_add_le (D 0 0 - D 1 1 - D 2 2) (D 3 3)
  have a2 := norm_sub_le (D 0 0 - D 1 1) (D 2 2)
  have a3 := norm_sub_le (D 0 0) (D 1 1)
  rw [hD, norm_one] at a1
  linarith [h 0, h 1, h 2, h 3]
```

The bound is attained. Expanding P gives

n₁n₂ − [(n₁ + n₂)/2 − 1/4] = P/4,

whose diagonal entries all have magnitude 1/4. The bracket is a combination of n₁, n₂ and the identity, hence a free-fermion operator. The error is measured entrywise over all four occupation states; an approximation meant for one particular state is a different problem, as are systems with more modes.

```lean
/-- The operator `(n₁ + n₂)/2 - 1/4` differs from the interaction `n₁ n₂` by one quarter of
the fermion parity, and it is a free-fermion operator. -/
theorem optimal_quadratic_approximation :
    (1 / 2 : ℂ) • (n₁ + n₂) - (1 / 4 : ℂ) • (1 : Op) ∈ quadratic ∧
      n₁ * n₂ - ((1 / 2 : ℂ) • (n₁ + n₂) - (1 / 4 : ℂ) • (1 : Op)) = (1 / 4 : ℂ) • parity := by
  constructor
  · have o : (1 : Op) ∈ quadratic := Submodule.subset_span (Or.inl rfl)
    have a : n₁ ∈ quadratic := Submodule.subset_span
      (Or.inr ⟨c₁ᴴ, by simp [ladder], c₁, by simp [ladder], rfl⟩)
    have b : n₂ ∈ quadratic := Submodule.subset_span
      (Or.inr ⟨c₂ᴴ, by simp [ladder], c₂, by simp [ladder], rfl⟩)
    exact sub_mem (quadratic.smul_mem _ (add_mem a b)) (quadratic.smul_mem _ o)
  · rw [parity]
    simp only [sub_mul, mul_sub, one_mul, mul_one, smul_mul_assoc, mul_smul_comm]
    module

end

end InteractionBeyondFreeFermions
```

```lean
#print axioms InteractionBeyondFreeFermions.interaction_not_quadratic
#print axioms InteractionBeyondFreeFermions.add_interaction_mem_iff
#print axioms InteractionBeyondFreeFermions.quadratic_approximation_error
#print axioms InteractionBeyondFreeFermions.optimal_quadratic_approximation
```

```
'InteractionBeyondFreeFermions.interaction_not_quadratic' depends on axioms: [propext, Classical.choice, Quot.sound]
'InteractionBeyondFreeFermions.add_interaction_mem_iff' depends on axioms: [propext, Classical.choice, Quot.sound]
'InteractionBeyondFreeFermions.quadratic_approximation_error' depends on axioms: [propext, Classical.choice, Quot.sound]
'InteractionBeyondFreeFermions.optimal_quadratic_approximation' depends on axioms: [propext, Classical.choice, Quot.sound]
```
